# The virial relation in the ground state of Hooke's atom at trap frequency 1/2: for electron separation $r$, the mean of $r^2/4+1/r$ is $5/2$ in atomic units

## An oscillator without repulsion

Take $u(r)=r\,e^{-r^2/8}$ on $r>0$. Differentiating twice gives
$$-u''+\tfrac{1}{16}r^2u=\tfrac34u .$$
Now form the function
$$B=r\,(u'^2-u\,u'')-u\,u' .$$
For this $u$ it equals $\tfrac12r^3e^{-r^2/4}$, which vanishes at $r=0$ and as $r\to\infty$. Its derivative is
$$B'=\left(\tfrac32r^2-\tfrac14r^4\right)e^{-r^2/4}=2u(-u'')-r\,W'u^2,\qquad W=\tfrac{1}{16}r^2 .$$
Since $B$ vanishes at both ends, the integral of the right-hand side is zero. Twice the kinetic integral therefore equals the integral of $r\,W'u^2$, and no Gaussian integral had to be evaluated. The same function $B$ works when the particles repel each other.

## Two electrons in a harmonic trap

Hooke's atom consists of two electrons in a harmonic trap of frequency $\omega$. In atomic units, with $r$ the distance between the electrons, the reduced radial function $u$ of the relative motion with zero angular momentum obeys
$$-u''+W u=e\,u,\qquad W=k r^2+\frac gr,\qquad k=\frac{\omega^2}{4},\quad g=1 .$$
The kinetic term has no factor $\tfrac12$ because the reduced mass is $\tfrac12$. At $\omega=\tfrac12$, so that $k=\tfrac1{16}$, there is a closed-form solution with relative energy $e=\tfrac54$:
$$u=\left(r+\tfrac12r^2\right)e^{-r^2/8}.$$

To check it, differentiate:
$$u'=\left(1+r-\tfrac14r^2-\tfrac18r^3\right)e^{-r^2/8},$$
$$u''=\left(1-\tfrac34r-\tfrac58r^2+\tfrac1{16}r^3+\tfrac1{32}r^4\right)e^{-r^2/8}.$$
The potential term is
$$Wu=\left(1+\tfrac12r+\tfrac1{16}r^3+\tfrac1{32}r^4\right)e^{-r^2/8}.$$
In $-u''+Wu$ the constant, cubic and quartic terms cancel. What remains is $\left(\tfrac54r+\tfrac58r^2\right)e^{-r^2/8}=\tfrac54u$.

## From the boundary term to the mean

For a general differentiable $W$, the Schrödinger equation gives $u''=(W-e)u$, so
$$B=r\,u'^2-r(W-e)u^2-u\,u' .$$
Its derivative is
$$B'=u'^2+2r\,u'u''-(W-e)u^2-r\,W'u^2-2r(W-e)u\,u'-u'^2-u\,u'' .$$
The two $u'^2$ terms cancel, and so do $2r\,u'u''$ and $2r(W-e)u\,u'$. Since $(W-e)u^2=u\,u''$, this leaves $B'=2u(-u'')-r\,W'u^2$. If $B$ vanishes at both ends and both densities are integrable, then
$$2\int_0^\infty u(-u'')\,dr=\int_0^\infty r\,W'u^2\,dr .$$

For $W=kr^2+g/r$ we have $r\,W'=2kr^2-g/r$, while the Schrödinger equation gives $u(-u'')=(e-kr^2-g/r)u^2$. Substituting both,
$$\int_0^\infty\left(4kr^2+\frac gr\right)u^2\,dr=2e\int_0^\infty u^2\,dr .$$

For the Hooke solution $B$ is continuous, equals zero at $r=0$, and is a polynomial times $e^{-r^2/4}$, so it also vanishes at infinity. The densities $u^2$, $r^2u^2$ and $u^2/r=r(1+\tfrac12r)^2e^{-r^2/4}$ are integrable. Dividing by the positive norm integral gives
$$\left\langle \tfrac14r^2+\tfrac1r\right\rangle=2\cdot\tfrac54=\tfrac52 .$$

A numerical solver for the interacting relative motion can be checked against this value, at this trap frequency and for this state.

## The statement in Lean

`IsRadialState W e u u' u''` says that $u(0)=0$, that `u'` and `u''` are the first and second derivatives of `u` for $r>0$, and that the radial equation holds there. All functions are real. The predicate includes neither normalisation nor decay; the general theorems take integrability and the two limits of `virialBoundary`, which is $B$, as hypotheses. For the Hooke function these are proved.

`radialMean A u` is $\int A\,u^2/\int u^2$ over `Ioi 0`, the open half-line, so `hookeRadial` can stay unnormalised. The final theorem, `hooke_virial_mean`, states that the norm integral is positive and that the mean is $5/2$.

The file starts from the radial equation. The separation of the two-electron problem is physical input, as is the identification of this solution with the ground state of the relative motion. The separate means of $r^2$ and $1/r$ are not computed.

```lean
import Mathlib

open MeasureTheory Set Filter Topology

namespace HookeAtomVirial

noncomputable section

/-- A reduced radial function `u`, with first and second derivatives `u'` and `u''`, that vanishes
at the origin and solves `-u'' + W u = e u` for `r > 0`. -/
structure IsRadialState (W : ℝ → ℝ) (e : ℝ) (u u' u'' : ℝ → ℝ) : Prop where
  origin : u 0 = 0
  slope : ∀ r, 0 < r → HasDerivAt u (u' r) r
  curvature : ∀ r, 0 < r → HasDerivAt u' (u'' r) r
  schrodinger : ∀ r, 0 < r → -u'' r + W r * u r = e * u r

/-- The boundary term `r (u'² - u u'') - u u'` of the radial virial theorem. -/
def virialBoundary (u u' u'' : ℝ → ℝ) (r : ℝ) : ℝ :=
  r * (u' r ^ 2 - u r * u'' r) - u r * u' r

/-- The mean of a radial quantity `A` with weight `u²` on `r > 0`. -/
def radialMean (A u : ℝ → ℝ) : ℝ :=
  (∫ r in Ioi (0 : ℝ), A r * u r ^ 2) / ∫ r in Ioi (0 : ℝ), u r ^ 2

/-- Radial virial theorem: if both densities below are integrable on `r > 0` and the boundary term
tends to zero at the origin and at infinity, twice the kinetic integral of `u (-u'')` equals the
integral of `r W' u²`. -/
theorem radial_virial {W W' u u' u'' : ℝ → ℝ} {e : ℝ} (h : IsRadialState W e u u' u'')
    (hW : ∀ r, 0 < r → HasDerivAt W (W' r) r)
    (hT : IntegrableOn (fun r => u r * -u'' r) (Ioi 0))
    (hV : IntegrableOn (fun r => r * W' r * u r ^ 2) (Ioi 0))
    (hzero : Tendsto (virialBoundary u u' u'') (𝓝[>] 0) (𝓝 0))
    (hinf : Tendsto (virialBoundary u u' u'') atTop (𝓝 0)) :
    2 * ∫ r in Ioi (0 : ℝ), u r * -u'' r = ∫ r in Ioi (0 : ℝ), r * W' r * u r ^ 2 := by
  -- the boundary term is a primitive of the difference of the two densities
  have key : ∀ r ∈ Ioi (0 : ℝ), HasDerivAt (virialBoundary u u' u'')
      (2 * (u r * -u'' r) - r * W' r * u r ^ 2) r := by
    intro r hr
    have hu := h.slope r hr
    have hu' := h.curvature r hr
    have d := (((hasDerivAt_id' r).fun_mul (hu'.fun_mul hu')).fun_sub
      ((hasDerivAt_id' r).fun_mul (((hW r hr).sub_const e).fun_mul (hu.fun_mul hu)))).fun_sub
      (hu.fun_mul hu')
    refine (d.congr_of_eventuallyEq ?_).congr_deriv ?_
    · filter_upwards [Ioi_mem_nhds hr] with s hs
      simp only [virialBoundary]
      linear_combination s * u s * h.schrodinger s hs
    · linear_combination (-(u r + 2 * r * u' r)) * h.schrodinger r hr
  have b0 : virialBoundary u u' u'' 0 = 0 := by simp [virialBoundary, h.origin]
  have hc : ContinuousWithinAt (virialBoundary u u' u'') (Ici 0) 0 := by
    rw [← continuousWithinAt_Ioi_iff_Ici, ContinuousWithinAt, b0]
    exact hzero
  have hT2 : IntegrableOn (fun r => 2 * (u r * -u'' r)) (Ioi 0) := Integrable.const_mul hT 2
  have I := integral_Ioi_of_hasDerivAt_of_tendsto hc key (Integrable.sub hT2 hV) hinf
  rw [integral_sub hT2 hV, integral_const_mul, b0] at I
  linarith

/-- Integrals over `r > 0` are linear in three integrable densities. -/
theorem integral_comb {f g h : ℝ → ℝ} (hf : IntegrableOn f (Ioi 0))
    (hg : IntegrableOn g (Ioi 0)) (hh : IntegrableOn h (Ioi 0)) (a b c : ℝ) :
    IntegrableOn (fun r => a * f r + b * g r + c * h r) (Ioi 0) ∧
    ∫ r in Ioi (0 : ℝ), (a * f r + b * g r + c * h r) =
      a * (∫ r in Ioi (0 : ℝ), f r) + b * (∫ r in Ioi (0 : ℝ), g r)
        + c * ∫ r in Ioi (0 : ℝ), h r := by
  have ha : IntegrableOn (fun r => a * f r) (Ioi 0) := Integrable.const_mul hf a
  have hb : IntegrableOn (fun r => b * g r) (Ioi 0) := Integrable.const_mul hg b
  have hc : IntegrableOn (fun r => c * h r) (Ioi 0) := Integrable.const_mul hh c
  have hab : IntegrableOn (fun r => a * f r + b * g r) (Ioi 0) := Integrable.add ha hb
  refine ⟨Integrable.add hab hc, ?_⟩
  rw [integral_add hab hc, integral_add ha hb, integral_const_mul, integral_const_mul,
    integral_const_mul]

theorem hasDerivAt_sq (r : ℝ) : HasDerivAt (fun s : ℝ => s ^ 2) (2 * r) r := by
  simpa using hasDerivAt_pow 2 r

/-- For harmonic confinement `k r²` and repulsion `g / r`, the integral of `(4 k r² + g / r) u²` is
`2 e` times the norm integral of `u²` for a radial state `u` with energy `e`, provided that `u²`,
`r² u²` and `u² / r` are integrable on `r > 0` and the boundary term tends to zero at the origin and
at infinity. -/
theorem harmonic_coulomb_virial {u u' u'' : ℝ → ℝ} {k g e : ℝ}
    (h : IsRadialState (fun r => k * r ^ 2 + g / r) e u u' u'')
    (hN : IntegrableOn (fun r => u r ^ 2) (Ioi 0))
    (hQ : IntegrableOn (fun r => r ^ 2 * u r ^ 2) (Ioi 0))
    (hC : IntegrableOn (fun r => u r ^ 2 / r) (Ioi 0))
    (hzero : Tendsto (virialBoundary u u' u'') (𝓝[>] 0) (𝓝 0))
    (hinf : Tendsto (virialBoundary u u' u'') atTop (𝓝 0)) :
    ∫ r in Ioi (0 : ℝ), (4 * k * r ^ 2 + g / r) * u r ^ 2 =
      2 * e * ∫ r in Ioi (0 : ℝ), u r ^ 2 := by
  -- kinetic density, from the Schrödinger equation
  have pT : ∀ r ∈ Ioi (0 : ℝ), u r * -u'' r =
      e * u r ^ 2 + -k * (r ^ 2 * u r ^ 2) + -g * (u r ^ 2 / r) := by
    intro r hr
    linear_combination u r * h.schrodinger r hr
  -- density of `r W'`
  have pV : ∀ r ∈ Ioi (0 : ℝ), r * (2 * k * r - g / r ^ 2) * u r ^ 2 =
      0 * u r ^ 2 + 2 * k * (r ^ 2 * u r ^ 2) + -g * (u r ^ 2 / r) := by
    intro r hr
    have hr' : r ≠ 0 := (mem_Ioi.1 hr).ne'
    field_simp
    ring
  have pA : ∀ r ∈ Ioi (0 : ℝ), (4 * k * r ^ 2 + g / r) * u r ^ 2 =
      0 * u r ^ 2 + 4 * k * (r ^ 2 * u r ^ 2) + g * (u r ^ 2 / r) := by
    intro r _
    ring
  have cT := integral_comb hN hQ hC e (-k) (-g)
  have cV := integral_comb hN hQ hC 0 (2 * k) (-g)
  have cA := integral_comb hN hQ hC 0 (4 * k) g
  have hW : ∀ r, 0 < r →
      HasDerivAt (fun r => k * r ^ 2 + g / r) (2 * k * r - g / r ^ 2) r := fun r hr =>
    (((hasDerivAt_sq r).const_mul k).fun_add
      ((hasDerivAt_const r g).fun_div (hasDerivAt_id' r) hr.ne')).congr_deriv (by ring)
  have v := radial_virial (W' := fun r => 2 * k * r - g / r ^ 2) h hW
    (cT.1.congr_fun (fun r hr => (pT r hr).symm) measurableSet_Ioi)
    (cV.1.congr_fun (fun r hr => (pV r hr).symm) measurableSet_Ioi) hzero hinf
  rw [setIntegral_congr_fun measurableSet_Ioi pT, setIntegral_congr_fun measurableSet_Ioi pV,
    cT.2, cV.2] at v
  rw [setIntegral_congr_fun measurableSet_Ioi pA, cA.2]
  linarith

/-- The radial function `(r + r²/2) exp(-r²/8)`. -/
def hookeRadial (r : ℝ) : ℝ := (r + r ^ 2 / 2) * Real.exp (-r ^ 2 / 8)

/-- The closed form of the first derivative of `hookeRadial`. -/
def hookeSlope (r : ℝ) : ℝ := (1 + r - r ^ 2 / 4 - r ^ 3 / 8) * Real.exp (-r ^ 2 / 8)

/-- The closed form of the second derivative of `hookeRadial`. -/
def hookeCurvature (r : ℝ) : ℝ :=
  (1 - 3 * r / 4 - 5 * r ^ 2 / 8 + r ^ 3 / 16 + r ^ 4 / 32) * Real.exp (-r ^ 2 / 8)

/-- The Hooke-atom function solves `-u'' + (r²/16 + 1/r) u = (5/4) u` for `r > 0` and vanishes at
the origin. -/
theorem hooke_isRadialState : IsRadialState (fun r => 1 / 16 * r ^ 2 + 1 / r) (5 / 4)
    hookeRadial hookeSlope hookeCurvature := by
  have hE : ∀ r : ℝ, HasDerivAt (fun s : ℝ => Real.exp (-s ^ 2 / 8))
      (Real.exp (-r ^ 2 / 8) * (-(2 * r) / 8)) r := fun r =>
    ((hasDerivAt_sq r).fun_neg.div_const 8).exp
  have h3 : ∀ r : ℝ, HasDerivAt (fun s : ℝ => s ^ 3) (3 * r ^ 2) r := fun r => by
    simpa using hasDerivAt_pow 3 r
  refine ⟨by simp [hookeRadial], fun r _ => ?_, fun r _ => ?_, fun r hr => ?_⟩
  · exact (((hasDerivAt_id' r).fun_add ((hasDerivAt_sq r).div_const 2)).fun_mul
      (hE r)).congr_deriv (by simp only [hookeSlope]; ring)
  · exact (((((hasDerivAt_const r (1 : ℝ)).fun_add (hasDerivAt_id' r)).fun_sub
      ((hasDerivAt_sq r).div_const 4)).fun_sub ((h3 r).div_const 8)).fun_mul
      (hE r)).congr_deriv (by simp only [hookeCurvature]; ring)
  · have hr' : r ≠ 0 := hr.ne'
    simp only [hookeRadial, hookeCurvature]
    field_simp
    ring

/-- A polynomial times `exp(-r²/4)` is integrable on `r > 0` and tends to zero at infinity. -/
theorem gaussian_tail (p : Polynomial ℝ) :
    IntegrableOn (fun r => p.eval r * Real.exp (-r ^ 2 / 4)) (Ioi 0) ∧
    Tendsto (fun r => p.eval r * Real.exp (-r ^ 2 / 4)) atTop (𝓝 0) := by
  induction p using Polynomial.induction_on' with
  | add p q hp hq =>
    simp only [Polynomial.eval_add, add_mul]
    exact ⟨Integrable.add hp.1 hq.1, by simpa only [add_zero] using hp.2.add hq.2⟩
  | monomial n a =>
    simp only [Polynomial.eval_monomial, mul_assoc]
    constructor
    · have hn : (-1 : ℝ) < n := by linarith [Nat.cast_nonneg (α := ℝ) n]
      have h := integrable_rpow_mul_exp_neg_mul_sq (b := 1 / 4) (by norm_num) hn
      have h2 : IntegrableOn (fun r : ℝ => a * (r ^ (n : ℝ) * Real.exp (-(1 / 4) * r ^ 2)))
        (Ioi 0) := (h.const_mul a).integrableOn
      refine h2.congr_fun (fun r _ => ?_) measurableSet_Ioi
      simp only [Real.rpow_natCast]
      rw [show -(1 / 4 : ℝ) * r ^ 2 = -r ^ 2 / 4 by ring]
    · -- beyond r = 4 the Gaussian lies below exp(-r)
      have h : Tendsto (fun r : ℝ => r ^ n * Real.exp (-r ^ 2 / 4)) atTop (𝓝 0) := by
        refine squeeze_zero' ?_ ?_ (Real.tendsto_pow_mul_exp_neg_atTop_nhds_zero n)
        · filter_upwards [eventually_ge_atTop (0 : ℝ)] with r hr
          positivity
        · filter_upwards [eventually_ge_atTop (4 : ℝ)] with r hr
          have hr0 : 0 ≤ r ^ n := pow_nonneg (by linarith) n
          exact mul_le_mul_of_nonneg_left (Real.exp_le_exp.2 (by nlinarith)) hr0
      simpa only [mul_zero] using h.const_mul a

/-- For `u = hookeRadial`, the mean of `r²/4 + 1/r` with weight `u²` on `r > 0` is `5/2`, and the
norm integral of `u²` is strictly positive. -/
theorem hooke_virial_mean : 0 < ∫ r in Ioi (0 : ℝ), hookeRadial r ^ 2 ∧
    radialMean (fun r => r ^ 2 / 4 + 1 / r) hookeRadial = 5 / 2 := by
  have gs : ∀ r : ℝ, Real.exp (-r ^ 2 / 4) = Real.exp (-r ^ 2 / 8) ^ 2 := fun r => by
    rw [pow_two (Real.exp _), ← Real.exp_add]
    congr 1
    ring
  let X : Polynomial ℝ := Polynomial.X
  let c : ℝ → Polynomial ℝ := Polynomial.C
  let U := X + c (1 / 2) * X ^ 2
  let S := 1 + X - c (1 / 4) * X ^ 2 - c (1 / 8) * X ^ 3
  let K := 1 - c (3 / 4) * X - c (5 / 8) * X ^ 2 + c (1 / 16) * X ^ 3 + c (1 / 32) * X ^ 4
  have hN : IntegrableOn (fun r => hookeRadial r ^ 2) (Ioi 0) := by
    refine (gaussian_tail (U ^ 2)).1.congr_fun (fun r _ => ?_) measurableSet_Ioi
    simp only [U, X, c, hookeRadial, gs, Polynomial.eval_add, Polynomial.eval_mul,
      Polynomial.eval_pow, Polynomial.eval_X, Polynomial.eval_C]
    ring
  have hQ : IntegrableOn (fun r => r ^ 2 * hookeRadial r ^ 2) (Ioi 0) := by
    refine (gaussian_tail (X ^ 2 * U ^ 2)).1.congr_fun (fun r _ => ?_) measurableSet_Ioi
    simp only [U, X, c, hookeRadial, gs, Polynomial.eval_add, Polynomial.eval_mul,
      Polynomial.eval_pow, Polynomial.eval_X, Polynomial.eval_C]
    ring
  have hC : IntegrableOn (fun r => hookeRadial r ^ 2 / r) (Ioi 0) := by
    refine (gaussian_tail (X * (1 + c (1 / 2) * X) ^ 2)).1.congr_fun (fun r hr => ?_)
      measurableSet_Ioi
    simp only [X, c, hookeRadial, gs, Polynomial.eval_add, Polynomial.eval_mul,
      Polynomial.eval_pow, Polynomial.eval_X, Polynomial.eval_C, Polynomial.eval_one]
    rw [eq_div_iff (mem_Ioi.1 hr).ne']
    ring
  have hinf : Tendsto (virialBoundary hookeRadial hookeSlope hookeCurvature) atTop (𝓝 0) := by
    refine (gaussian_tail (X * (S ^ 2 - U * K) - U * S)).2.congr (fun r => ?_)
    simp only [U, S, K, X, c, virialBoundary, hookeRadial, hookeSlope, hookeCurvature, gs,
      Polynomial.eval_add, Polynomial.eval_sub, Polynomial.eval_mul, Polynomial.eval_pow,
      Polynomial.eval_X, Polynomial.eval_C, Polynomial.eval_one]
    ring
  have hc : Continuous (fun r => virialBoundary hookeRadial hookeSlope hookeCurvature r) := by
    simp only [virialBoundary, hookeRadial, hookeSlope, hookeCurvature]
    fun_prop
  have hzero : Tendsto (virialBoundary hookeRadial hookeSlope hookeCurvature)
      (𝓝[>] 0) (𝓝 (virialBoundary hookeRadial hookeSlope hookeCurvature 0)) :=
    (hc.tendsto 0).mono_left nhdsWithin_le_nhds
  rw [show virialBoundary hookeRadial hookeSlope hookeCurvature 0 = 0 by
    simp [virialBoundary, hookeRadial]] at hzero
  -- the weight is positive on the whole half-line
  have hpos : 0 < ∫ r in Ioi (0 : ℝ), hookeRadial r ^ 2 := by
    rw [setIntegral_pos_iff_support_of_nonneg_ae
      (Eventually.of_forall fun r => sq_nonneg (hookeRadial r)) hN]
    have hs : Ioi (0 : ℝ) ⊆ Function.support (fun r => hookeRadial r ^ 2) := by
      intro r hr
      have hr' : 0 < r := hr
      have : 0 < hookeRadial r ^ 2 := by
        unfold hookeRadial
        positivity
      exact this.ne'
    rw [inter_eq_right.2 hs, Real.volume_Ioi]
    exact ENNReal.zero_lt_top
  refine ⟨hpos, ?_⟩
  have v := harmonic_coulomb_virial hooke_isRadialState hN hQ hC hzero hinf
  have p : ∀ r ∈ Ioi (0 : ℝ), (r ^ 2 / 4 + 1 / r) * hookeRadial r ^ 2 =
      (4 * (1 / 16) * r ^ 2 + 1 / r) * hookeRadial r ^ 2 := by
    intro r _
    ring
  rw [radialMean, div_eq_iff hpos.ne']
  exact ((setIntegral_congr_fun measurableSet_Ioi p).trans v).trans (by ring)

end

end HookeAtomVirial
```

```lean
#print axioms HookeAtomVirial.hooke_virial_mean
```

```
'HookeAtomVirial.hooke_virial_mean' depends on axioms: [propext, Classical.choice, Quot.sound]
```

## How the proof follows the calculation

**The general virial theorem.** In `radial_virial`, the step `key` differentiates the form of $B$ that contains $W-e$. This form needs no third derivative of $u$. The Schrödinger equation, inserted by `linear_combination`, identifies it with `virialBoundary` near each $r>0$ and then simplifies the derivative. The condition $u(0)=0$ gives $B(0)=0$, which together with the limit `hzero` makes $B$ continuous from the right at the origin. The fundamental theorem of calculus on the half-line then gives the integral identity.

**Trap and repulsion.** `harmonic_coulomb_virial` writes the kinetic density, the density of $r\,W'$ and the target density as combinations of $u^2$, $r^2u^2$ and $u^2/r$. `integral_comb` supplies their integrability and splits their integrals. Once the kinetic density has been replaced in this way, the virial theorem is a linear relation between three integrals, and the final `linarith` rearranges it into the stated identity.

**The explicit solution.** `hooke_isRadialState` applies the product and chain rules, using `hasDerivAt_sq` for the square, and compares the results with `hookeSlope` and `hookeCurvature`. After `field_simp` clears the $1/r$, `ring` performs the polynomial cancellation.

**Decay and the quotient.** `gaussian_tail` proves integrability and decay for any polynomial times $e^{-r^2/4}$, by reduction to monomials. For the decay it uses $e^{-r^2/4}\le e^{-r}$ when $r\ge4$. In `hooke_virial_mean`, the polynomials `U`, `S` and `K` are the prefactors of $u$, $u'$ and $u''$, so this lemma covers all three densities and the limit of $B$ at infinity. The norm is positive because $u^2>0$ throughout $r>0$. The general identity with $k=\tfrac1{16}$, $g=1$ and $e=\tfrac54$ then gives the mean.
